# Powers of x(1 − x) in a unit box are integrable exactly when the exponent exceeds −1

In a one-dimensional box with walls at 0 and 1, the function x(1 − x) is positive inside and falls linearly to zero at each wall. The lemma states that, for real s, its power (x(1 − x))^s is integrable over the open interval (0, 1) if and only if s > −1; no Hamiltonian or quantum state enters the statement. For the forward direction, the attempt supposes s ≤ −1 and bounds x^s by (x(1 − x))^s, so that integrability of the latter would pass to x^s and contradict the known criterion for x^s. For the converse, it takes the norm of the integrand of a convergent complex Beta integral with both parameters equal to s + 1.

The first attempt, which Lean rejects:

```lean
import Mathlib

open MeasureTheory Set

namespace LocalEnergyHeavyTail

noncomputable section

/-- A real power `s` of `x (1 - x)` is integrable over the box exactly when `s > -1`. -/
theorem integrableOn_rpow_iff (s : ℝ) :
    IntegrableOn (fun x : ℝ => (x * (1 - x)) ^ s) (Ioo 0 1) ↔ -1 < s := by
  constructor
  · intro h
    by_contra hs
    -- for s ≤ -1 the integrand dominates the divergent power x ^ s
    refine hs ((intervalIntegral.integrableOn_Ioo_rpow_iff (zero_lt_one' ℝ)).1 ?_)
    refine Integrable.mono' h (by fun_prop)
      (ae_restrict_of_forall_mem measurableSet_Ioo fun x hx => ?_)
    rw [Real.norm_of_nonneg (Real.rpow_nonneg hx.1.le s)]
    exact Real.rpow_le_rpow_of_exponent_nonpos (mul_pos hx.1 (sub_pos.2 hx.2))
      (by nlinarith [hx.1]) (by linarith)
  · intro hs
    -- for s > -1 this is a convergent Beta integral
    have hre : 0 < (((s + 1 : ℝ) : ℂ)).re := by
      rw [Complex.ofReal_re]
      linarith
    have h := (Complex.betaIntegral_convergent hre hre).1.mono_set Ioo_subset_Ioc_self
    refine IntegrableOn.congr_fun (Integrable.norm h) (fun x hx => ?_) measurableSet_Ioo
    change ‖(x : ℂ) ^ (((s + 1 : ℝ) : ℂ) - 1) * (1 - (x : ℂ)) ^ (((s + 1 : ℝ) : ℂ) - 1)‖
      = (x * (1 - x)) ^ s
    have e1 : ((s + 1 : ℝ) : ℂ) - 1 = (s : ℂ) := by
      push_cast
      ring
    have e2 : 1 - (x : ℂ) = ((1 - x : ℝ) : ℂ) := by simp
    rw [e1, e2, norm_mul, Complex.norm_cpow_eq_rpow_re_of_pos hx.1,
      Complex.norm_cpow_eq_rpow_re_of_pos (sub_pos.2 hx.2), Complex.ofReal_re,
      Real.mul_rpow hx.1.le (sub_pos.2 hx.2).le]

end

end LocalEnergyHeavyTail
```

The error:

```
Main.lean:20:10: error(lean.unknownIdentifier): Unknown constant `Real.rpow_le_rpow_of_exponent_nonpos`
```

Cause. The single message says that Lean knows no constant called `Real.rpow_le_rpow_of_exponent_nonpos`. The proof calls it for the comparison x^s ≤ (x(1 − x))^s, so that step fails because of the name, before the arguments given to it can be of any use.

The diff puts `Real.rpow_le_rpow_of_nonpos` in its place. This lemma exists and says that, for positive bases, a real power with exponent at most zero reverses order: the smaller base has the larger power. Here the smaller base is x(1 − x) and the larger is x, which gives the required inequality. The three arguments stay as they were, and supply what the lemma asks for: x(1 − x) is positive, x(1 − x) ≤ x, and s ≤ 0. Nothing else in the proof changes.

The mended proof, as a diff:

```diff
@@ -18,5 +18,5 @@
       (ae_restrict_of_forall_mem measurableSet_Ioo fun x hx => ?_)
     rw [Real.norm_of_nonneg (Real.rpow_nonneg hx.1.le s)]
-    exact Real.rpow_le_rpow_of_exponent_nonpos (mul_pos hx.1 (sub_pos.2 hx.2))
+    exact Real.rpow_le_rpow_of_nonpos (mul_pos hx.1 (sub_pos.2 hx.2))
       (by nlinarith [hx.1]) (by linarith)
   · intro hs
```
